# The unnormalised angular bispectrum c₁c₁c₂* of three planar neighbours at 0, π/6 and π/2 has imaginary part √3

Three neighbours in a plane are described only by their angles 0, π/6 and π/2, each with unit weight and no radial dependence. Their angular Fourier coefficients are c_m = ∑ⱼ exp(i m tⱼ), and `bispectrum_chiralTriple_im` states that c₁ · c₁ · conj(c₂) has imaginary part √3. The coefficients are plain sums; if each were divided by the number of neighbours, the value would be √3/27. The proof first finds c₁ and c₂ explicitly, comparing real and imaginary parts with `norm_num`, then substitutes them and finishes the algebra using (√3)² = 3.

The first attempt, which Lean rejects:

```lean
import Mathlib

open ComplexConjugate

namespace PlanarNeighbourDescriptors

noncomputable section

variable {ι κ : Type*} [Fintype ι] [Fintype κ]

/-- The angular Fourier coefficient `c_m = ∑ j, exp (i m t_j)` of the neighbour angles `t`. -/
def coeff (t : ι → ℝ) (m : ℤ) : ℂ :=
  ∑ j, Complex.exp (((m : ℝ) * t j : ℝ) * Complex.I)

/-- The bispectrum `c_p c_q conj (c_(p+q))`. -/
def bispectrum (t : ι → ℝ) (p q : ℤ) : ℂ :=
  coeff t p * coeff t q * conj (coeff t (p + q))

/-- Three neighbours at the angles `0`, `π/6` and `π/2`. -/
def chiralTriple : Fin 3 → ℝ := ![0, Real.pi / 6, Real.pi / 2]

lemma coeff_re (t : ι → ℝ) (m : ℤ) : (coeff t m).re = ∑ j, Real.cos (m * t j) := by
  simp only [coeff, Complex.re_sum, Complex.exp_ofReal_mul_I_re]

lemma coeff_im (t : ι → ℝ) (m : ℤ) : (coeff t m).im = ∑ j, Real.sin (m * t j) := by
  simp only [coeff, Complex.im_sum, Complex.exp_ofReal_mul_I_im]

/-- For neighbours at `0`, `π/6` and `π/2` the bispectrum with `p = q = 1` has
imaginary part `√3`. -/
theorem bispectrum_chiralTriple_im : (bispectrum chiralTriple 1 1).im = Real.sqrt 3 := by
  have e : 2 * (Real.pi / 6) = Real.pi / 3 := by ring
  have e' : 2 * (Real.pi / 2) = Real.pi := by ring
  have h1 : coeff chiralTriple 1 = ⟨1 + Real.sqrt 3 / 2, 3 / 2⟩ := by
    apply Complex.ext
    · norm_num [coeff_re, chiralTriple, Fin.sum_univ_three]
    · norm_num [coeff_im, chiralTriple, Fin.sum_univ_three]
  have h2 : coeff chiralTriple (1 + 1) = ⟨1 / 2, Real.sqrt 3 / 2⟩ := by
    apply Complex.ext
    · norm_num [coeff_re, chiralTriple, Fin.sum_univ_three, e, e']
    · norm_num [coeff_im, chiralTriple, Fin.sum_univ_three, e, e']
  have h3 : Real.sqrt 3 ^ 2 = 3 := Real.sq_sqrt (by norm_num)
  rw [bispectrum, h1, h2]
  simp only [Complex.mul_im, Complex.mul_re, Complex.conj_re, Complex.conj_im]
  linear_combination (-(1 / 2) - Real.sqrt 3 / 8) * h3

end

end PlanarNeighbourDescriptors
```

The compiler's answer:

```
Main.lean:35:4: error: unsolved goals
case a
e : 2 * (Real.pi / 6) = Real.pi / 3
e' : 2 * (Real.pi / 2) = Real.pi
⊢ Real.cos (![0, Real.pi / 6, Real.pi / 2] 2) = 0
Main.lean:36:4: error: unsolved goals
case a
e : 2 * (Real.pi / 6) = Real.pi / 3
e' : 2 * (Real.pi / 2) = Real.pi
⊢ 1 / 2 + Real.sin (![0, Real.pi / 6, Real.pi / 2] 2) = 3 / 2
Main.lean:39:4: error: unsolved goals
case a
e : 2 * (Real.pi / 6) = Real.pi / 3
e' : 2 * (Real.pi / 2) = Real.pi
h1 : coeff chiralTriple 1 = { re := 1 + √3 / 2, im := 3 / 2 }
⊢ 3 / 2 + Real.cos (2 * ![0, Real.pi / 6, Real.pi / 2] 2) = 1 / 2
Main.lean:40:4: error: unsolved goals
case a
e : 2 * (Real.pi / 6) = Real.pi / 3
e' : 2 * (Real.pi / 2) = Real.pi
h1 : coeff chiralTriple 1 = { re := 1 + √3 / 2, im := 3 / 2 }
⊢ Real.sin (2 * ![0, Real.pi / 6, Real.pi / 2] 2) = 0
```

Cause. All four errors have the same origin: `norm_num` unfolded `chiralTriple` and evaluated its entries at 0 and 1, but left the entry at 2 as `![0, Real.pi / 6, Real.pi / 2] 2`. That expression is equal to π/2 by definition, but no simplification step used here rewrote it so. The sine and cosine of the third angle therefore could not be evaluated in the goals for c₁. In those for c₂, `e'` found no `2 * (Real.pi / 2)` to rewrite.

The repair states the three values as `v0`, `v1` and `v2`, each proved by `rfl`, which checks the equality by computation. These are given to `norm_num` in place of the definition `chiralTriple`. Without that unfolding, the sum contains `chiralTriple 2`, exactly the left-hand side of `v2`, and the angle becomes π/2. `v0` and `v1` now supply the other two values, which the unfolding had provided before. With all the angles explicit, `norm_num` can evaluate the trigonometric terms, using `e` and `e'` for the doubled angles.

The mended proof, as a diff:

```diff
@@ -31,12 +31,15 @@
   have e : 2 * (Real.pi / 6) = Real.pi / 3 := by ring
   have e' : 2 * (Real.pi / 2) = Real.pi := by ring
+  have v0 : chiralTriple 0 = 0 := rfl
+  have v1 : chiralTriple 1 = Real.pi / 6 := rfl
+  have v2 : chiralTriple 2 = Real.pi / 2 := rfl
   have h1 : coeff chiralTriple 1 = ⟨1 + Real.sqrt 3 / 2, 3 / 2⟩ := by
     apply Complex.ext
-    · norm_num [coeff_re, chiralTriple, Fin.sum_univ_three]
-    · norm_num [coeff_im, chiralTriple, Fin.sum_univ_three]
+    · norm_num [coeff_re, Fin.sum_univ_three, v0, v1, v2]
+    · norm_num [coeff_im, Fin.sum_univ_three, v0, v1, v2]
   have h2 : coeff chiralTriple (1 + 1) = ⟨1 / 2, Real.sqrt 3 / 2⟩ := by
     apply Complex.ext
-    · norm_num [coeff_re, chiralTriple, Fin.sum_univ_three, e, e']
-    · norm_num [coeff_im, chiralTriple, Fin.sum_univ_three, e, e']
+    · norm_num [coeff_re, Fin.sum_univ_three, v0, v1, v2, e, e']
+    · norm_num [coeff_im, Fin.sum_univ_three, v0, v1, v2, e, e']
   have h3 : Real.sqrt 3 ^ 2 = 3 := Real.sq_sqrt (by norm_num)
   rw [bispectrum, h1, h2]
```
